# For a spin 2 with D < 0 and 0 < |E| < |D|, the zero-field tunnel splitting lies below 3E²/|D|

A measured gap Δ between the two lowest levels of a spin-2 ion can be turned into a value of the rhombic parameter E, when D is known, by setting Δ = 3E²/|D| and solving for |E|. For negative D and 0 < |E| < |D| the true gap is smaller than 3E²/|D|, so this step always underestimates |E|. The exact gap and a bound on the error follow from the Hamiltonian

H = D(Sz² − 2) + E(Sx² − Sy²).

Here D is the axial parameter, and Sx, Sy, Sz are the spin operators in units of ħ. The constant −2 makes H traceless. The result concerns one isolated spin in zero magnetic field, with quadratic anisotropy only; a description of magnetic resonance in an applied field needs a Zeeman term as well.

## Spin 2: five states coupled in steps of two

Spin 2 describes, for example, the ground multiplet of a high-spin Fe(II) or Mn(III) ion. Its states are labelled by m = 2, 1, 0, −1, −2, and the matrix index i = 0, …, 4 stands for m = 2 − i. The operators are entered as explicit complex matrices, with `w` for √6.

```lean
import Mathlib

open Matrix Polynomial

namespace SpinTwoZeroFieldSplitting

noncomputable section

/-- The number √6 that appears in the spin-2 ladder matrix elements. -/
def w : ℂ := ((√6 : ℝ) : ℂ)

/-- The square of the matrix element √6 is 6. -/
theorem w_sq : w ^ 2 = 6 := by
  have h : (√6 : ℝ) ^ 2 = 6 := Real.sq_sqrt (by norm_num)
  unfold w
  exact_mod_cast h

/-- The spin-2 operator Sx in the basis m = 2, 1, 0, -1, -2. -/
def Sx : Matrix (Fin 5) (Fin 5) ℂ :=
  !![0, 1, 0, 0, 0; 1, 0, w / 2, 0, 0; 0, w / 2, 0, w / 2, 0; 0, 0, w / 2, 0, 1; 0, 0, 0, 1, 0]

/-- The spin-2 operator Sy in the basis m = 2, 1, 0, -1, -2. -/
def Sy : Matrix (Fin 5) (Fin 5) ℂ :=
  !![0, -Complex.I, 0, 0, 0;
     Complex.I, 0, -Complex.I * w / 2, 0, 0;
     0, Complex.I * w / 2, 0, -Complex.I * w / 2, 0;
     0, 0, Complex.I * w / 2, 0, -Complex.I;
     0, 0, 0, Complex.I, 0]

/-- The spin-2 operator Sz in the basis m = 2, 1, 0, -1, -2. -/
def Sz : Matrix (Fin 5) (Fin 5) ℂ :=
  !![2, 0, 0, 0, 0; 0, 1, 0, 0, 0; 0, 0, 0, 0, 0; 0, 0, 0, -1, 0; 0, 0, 0, 0, -2]
```

The Hamiltonian `zfs` is built from these operators. The function `tunnelSplitting` is a formula, defined for all real D and E; its meaning as a gap between levels comes later and needs conditions.

```lean
/-- The zero-field Hamiltonian D(Sz² - 2) + E(Sx² - Sy²) of a spin 2. -/
def zfs (D E : ℝ) : Matrix (Fin 5) (Fin 5) ℂ :=
  (D : ℂ) • (Sz * Sz - (2 : ℂ) • 1) + (E : ℂ) • (Sx * Sx - Sy * Sy)

/-- The difference 2√(D² + 3E²) - 2|D|. -/
def tunnelSplitting (D E : ℝ) : ℝ := 2 * √(D ^ 2 + 3 * E ^ 2) - 2 * |D|
```

The commutation relations are checked entry by entry, using w² = 6 and i² = −1. Together with the diagonal of `Sz`, they identify the matrices as those of a spin 2.

```lean
set_option maxHeartbeats 400000 in
/-- The three matrices obey the angular momentum commutation relations. -/
theorem spin_relations :
    Sx * Sy - Sy * Sx = Complex.I • Sz ∧ Sy * Sz - Sz * Sy = Complex.I • Sx ∧
    Sz * Sx - Sx * Sz = Complex.I • Sy := by
  have hw := w_sq
  have hI := Complex.I_sq
  refine ⟨?_, ?_, ?_⟩ <;> ext i j <;>
    simp only [Matrix.sub_apply, Matrix.smul_apply, Matrix.mul_apply, Fin.sum_univ_five] <;>
    fin_cases i <;> fin_cases j <;> simp [Sx, Sy, Sz] <;> grind
```

To multiply out H by hand, write Sx² − Sy² = (S₊² + S₋²)/2, where S₊ and S₋ are the raising and lowering operators. This changes m by 2. Its matrix element between m = 0 and m = ±2 is (√6 · 2)/2 = √6, and between m = 1 and m = −1 it is (√6 · √6)/2 = 3. The diagonal of H is D(m² − 2), which gives 2D, −D, −2D, −D, 2D.

```lean
/-- In the basis m = 2, ..., -2 the Hamiltonian couples only levels whose m differs by 2. -/
theorem zfs_eq (D E : ℝ) : zfs D E =
    !![2 * (D : ℂ), 0, w * E, 0, 0;
       0, -(D : ℂ), 0, 3 * E, 0;
       w * E, 0, -(2 * (D : ℂ)), 0, w * E;
       0, 3 * E, 0, -(D : ℂ), 0;
       0, 0, w * E, 0, 2 * (D : ℂ)] := by
  have hw := w_sq
  have hI := Complex.I_sq
  ext i j
  simp only [zfs, Matrix.add_apply, Matrix.sub_apply, Matrix.smul_apply, Matrix.mul_apply,
    Fin.sum_univ_five]
  fin_cases i <;> fin_cases j <;> simp [Sx, Sy, Sz] <;> grind
```

The states therefore separate into the sets {2, 0, −2} and {1, −1}. Take a matrix with this pattern, with diagonal a, b, c, b, a, coupling p between m = 0 and each of m = ±2, and coupling q between m = 1 and m = −1. Its determinant is the product of two smaller ones, for the first and the second set:

a(ac − p²) − p · pa = a(ac − 2p²)

b · b − q · q = b² − q²

In the proof, the equivalence `e` sorts the states into these two sets, and the determinant of the resulting block matrix factors.

```lean
/-- Determinant of the symmetric 5 × 5 matrix with diagonal a, b, c, b, a, entries p linking index 2
to indices 0 and 4, entries q linking indices 1 and 3, and zeros elsewhere. -/
theorem det_pattern (a b c p q : ℂ) :
    (!![a, 0, p, 0, 0; 0, b, 0, q, 0; p, 0, c, 0, p; 0, q, 0, b, 0; 0, 0, p, 0, a]).det
      = a * (b ^ 2 - q ^ 2) * (a * c - 2 * p ^ 2) := by
  -- sort the levels into m = 2, 0, -2 and m = 1, -1
  let e : Fin 3 ⊕ Fin 2 ≃ Fin 5 :=
    { toFun := Sum.elim ![0, 2, 4] ![1, 3]
      invFun := ![Sum.inl 0, Sum.inr 0, Sum.inl 1, Sum.inr 1, Sum.inl 2]
      left_inv := by intro x; rcases x with x | x <;> fin_cases x <;> rfl
      right_inv := by intro x; fin_cases x <;> rfl }
  have h : (!![a, 0, p, 0, 0; 0, b, 0, q, 0; p, 0, c, 0, p; 0, q, 0, b, 0;
      0, 0, p, 0, a]).submatrix e e =
      Matrix.fromBlocks !![a, p, 0; p, c, p; 0, p, a] 0 0 !![b, q; q, b] := by
    ext i j
    rcases i with i | i <;> rcases j with j | j <;> fin_cases i <;> fin_cases j <;> rfl
  rw [← Matrix.det_submatrix_equiv_self e, h, Matrix.det_fromBlocks_zero₂₁,
    Matrix.det_fin_three, Matrix.det_fin_two_of]
  simp
  ring
```

For x − H the entries are a = x − 2D, b = x + D, c = x + 2D, p = −√6 E and q = −3E. Inserting them gives

det(x − H) = (x − 2D)((x + D)² − 9E²)(x² − 4D² − 12E²).

The proof does this at every complex x. `Polynomial.funext` then turns equal values into equal polynomials, and `linear_combination` replaces w² by 6.

```lean
/-- The characteristic polynomial of the spin-2 zero-field Hamiltonian is
(x - 2D)((x + D)² - 9E²)(x² - 4D² - 12E²). -/
theorem zfs_charpoly (D E : ℝ) : (zfs D E).charpoly =
    (X - C (2 * (D : ℂ))) * ((X + C (D : ℂ)) ^ 2 - C (9 * (E : ℂ) ^ 2)) *
      (X ^ 2 - C (4 * (D : ℂ) ^ 2 + 12 * (E : ℂ) ^ 2)) := by
  apply Polynomial.funext
  intro x
  have h : Matrix.scalar (Fin 5) x - zfs D E =
      !![x - 2 * (D : ℂ), 0, -(w * E), 0, 0;
         0, x + D, 0, -(3 * (E : ℂ)), 0;
         -(w * E), 0, x + 2 * (D : ℂ), 0, -(w * E);
         0, -(3 * (E : ℂ)), 0, x + D, 0;
         0, 0, -(w * E), 0, x - 2 * (D : ℂ)] := by
    rw [zfs_eq]
    ext i j
    fin_cases i <;> fin_cases j <;> simp
  rw [Matrix.eval_charpoly, h, det_pattern]
  simp only [eval_mul, eval_sub, eval_add, eval_pow, eval_X, eval_C]
  linear_combination
    (-2 * (E : ℂ) ^ 2 * (x - 2 * D) * ((x + D) ^ 2 - 9 * (E : ℂ) ^ 2)) * w_sq
```

Spin 2 matters for the form of the splitting. For spin 1 the same rhombic term couples m = 1 and m = −1 directly, and their splitting is 2|E|, linear in E. For spin 3/2 the levels stay in Kramers pairs and E splits neither of them.

## Real D and E: energies that can be ordered

Real parameters make H Hermitian. In the derivation by hand they guarantee that the square root

R = √(D² + 3E²)

is real. The characteristic polynomial then splits into real linear factors, and the five levels are

2D, −D + 3E, −D − 3E, 2R, −2R.

In Lean the condition is carried by the type `ℝ` of `D` and `E`, and is used where `Real.sq_sqrt` needs D² + 3E² ≥ 0. The step `key` writes the polynomial as the product of the five factors, which vanishes exactly when one of them does. The theorem lists the values of the levels and not their multiplicities.

With D = 0 and E = i, H is no longer Hermitian: the last factor becomes x² + 12, whose roots ±2√3 i are not energies.

```lean
/-- The real roots of the characteristic polynomial are 2D, -D ± 3E and ±2√(D² + 3E²). -/
theorem isRoot_iff (D E x : ℝ) : (zfs D E).charpoly.IsRoot (x : ℂ) ↔
    x = 2 * D ∨ x = -D + 3 * E ∨ x = -D - 3 * E ∨
      x = 2 * √(D ^ 2 + 3 * E ^ 2) ∨ x = -2 * √(D ^ 2 + 3 * E ^ 2) := by
  have hR : √(D ^ 2 + 3 * E ^ 2) ^ 2 = D ^ 2 + 3 * E ^ 2 := Real.sq_sqrt (by positivity)
  generalize √(D ^ 2 + 3 * E ^ 2) = R at hR ⊢
  have hC : (R : ℂ) ^ 2 = (D : ℂ) ^ 2 + 3 * (E : ℂ) ^ 2 := by exact_mod_cast hR
  -- the polynomial splits into five real linear factors
  have key : (zfs D E).charpoly.eval (x : ℂ) =
      (((x - 2 * D) * (x + D - 3 * E) * (x + D + 3 * E) * (x - 2 * R) * (x + 2 * R) : ℝ) : ℂ) := by
    rw [zfs_charpoly]
    simp only [eval_mul, eval_sub, eval_add, eval_pow, eval_X, eval_C]
    push_cast
    linear_combination
      (4 * ((x : ℂ) - 2 * D) * (((x : ℂ) + D) ^ 2 - 9 * (E : ℂ) ^ 2)) * hC
  rw [Polynomial.IsRoot.def, key, Complex.ofReal_eq_zero]
  simp only [mul_eq_zero]
  clear key hC hR
  constructor <;> intro h <;> grind
```

The level 2D belongs to the odd combination of m = 2 and m = −2, which is (|2⟩ − |−2⟩)/√2 when normalised. The couplings of its two parts to m = 0 cancel, so E does not shift it.

```lean
/-- The odd combination of m = 2 and m = -2 is an eigenvector with energy 2D. -/
theorem odd_state (D E : ℝ) :
    zfs D E *ᵥ ![1, 0, 0, 0, -1] = (2 * (D : ℂ)) • ![1, 0, 0, 0, -1] := by
  rw [zfs_eq]
  ext i
  fin_cases i <;> simp [Matrix.mulVec, dotProduct, Fin.sum_univ_five]
```

## D < 0: the states m = ±2 lie lowest

Negative D means easy-axis anisotropy: at E = 0 the degenerate pair m = ±2 is the ground level. The rhombic term couples both states to m = 0 and thereby lifts the degeneracy. The gap is called a tunnel splitting because this coupling lets the spin pass between the opposite orientations m = 2 and m = −2, which are separated by an anisotropy barrier.

By hand, the even combination (|2⟩ + |−2⟩)/√2 and |0⟩ form a two-level problem with diagonal energies 2D and −2D and coupling √2 · √6 E = 2√3 E. Its energies are ±√(4D² + 12E²) = ±2R. The file gives the lower state as the vector

v = (R − D, 0, −√6 E, 0, R − D).

Since 3E² = (R − D)(R + D), the first row of Hv is

2D(R − D) − 6E² = −2R(R − D),

and the last row is the same. The middle row is

2√6 E(R − D) + 2D√6 E = −2R(−√6 E).

The squared norm of v is 2(R − D)² + 6E² = 4R(R − D). After normalisation the amplitude on each of m = ±2 is ½√(1 + |D|/R), and the weight on m = 0 is ½(1 − |D|/R).

The proof uses D < 0 only to show v ≠ 0: since R ≥ 0, R − D is positive. For D = 1 and E = 0 one has R = D, and v is the zero vector.

```lean
/-- For D < 0 the vector (R - D, 0, -√6 E, 0, R - D) with R = √(D² + 3E²) is a nonzero eigenvector
with energy -2√(D² + 3E²). -/
theorem even_state (D E : ℝ) (hD : D < 0) :
    let R := √(D ^ 2 + 3 * E ^ 2)
    let v : Fin 5 → ℂ := ![((R - D : ℝ) : ℂ), 0, -(w * E), 0, ((R - D : ℝ) : ℂ)]
    v ≠ 0 ∧ zfs D E *ᵥ v = (-2 * (R : ℂ)) • v := by
  intro R v
  have hR0 : 0 ≤ R := Real.sqrt_nonneg _
  have hR : R ^ 2 = D ^ 2 + 3 * E ^ 2 := Real.sq_sqrt (by positivity)
  have hC : (R : ℂ) ^ 2 = (D : ℂ) ^ 2 + 3 * (E : ℂ) ^ 2 := by exact_mod_cast hR
  have hw := w_sq
  clear_value R
  constructor
  · intro h
    have h0 : ((R - D : ℝ) : ℂ) = 0 := congrFun h 0
    have h1 : R - D = 0 := Complex.ofReal_eq_zero.mp h0
    linarith
  · clear hR hR0 hD
    rw [zfs_eq]
    ext i
    fin_cases i <;> simp [v, Matrix.mulVec, dotProduct, Fin.sum_univ_five] <;> grind
```

The sign of D is also needed to place the pair at the bottom of the spectrum. For D = 1 and E = 0 the levels are −2, −1, −1, 2, 2. The ground state is then m = 0, and the pair m = ±2 is at the top.

## |E| < |D|: no other level comes between

This condition keeps the z axis as the easy axis. It is wider than the usual convention |E| ≤ |D|/3, which can always be met by relabelling the axes. Relabelling changes the values of D and E, however, and for D < 0 and |D|/3 < |E| < |D| it makes D positive.

By hand, with D < 0, the levels −D ± 3E lie above 2D exactly when ±E > D, that is, when |E| < |D|. The level 2R is non-negative and so lies above 2D as well. What remains is −2R, and

2D − (−2R) = 2R − 2|D|,

which is `tunnelSplitting D E`. At E = 0 the two lowest energies coincide and the gap is zero.

In `lowest_levels`, the equation `hs` rewrites 2D minus the splitting as −2R. The proof then goes through the five cases of `isRoot_iff`; the two halves of |E| < |D| settle the levels −D + 3E and −D − 3E.

```lean
/-- For D < 0 and |E| < |D|, the energies 2D - tunnelSplitting and 2D are levels, and every
other level lies above 2D. -/
theorem lowest_levels (D E : ℝ) (hD : D < 0) (hE : |E| < |D|) :
    (zfs D E).charpoly.IsRoot ((2 * D - tunnelSplitting D E : ℝ) : ℂ) ∧
    (zfs D E).charpoly.IsRoot ((2 * D : ℝ) : ℂ) ∧
    ∀ x : ℝ, (zfs D E).charpoly.IsRoot (x : ℂ) →
      x = 2 * D - tunnelSplitting D E ∨ x = 2 * D ∨ 2 * D < x := by
  have hs : 2 * D - tunnelSplitting D E = -2 * √(D ^ 2 + 3 * E ^ 2) := by
    rw [tunnelSplitting, abs_of_neg hD]
    ring
  rw [abs_of_neg hD, abs_lt] at hE
  have hR := Real.sqrt_nonneg (D ^ 2 + 3 * E ^ 2)
  rw [hs]
  refine ⟨(isRoot_iff D E _).2 (by simp), (isRoot_iff D E _).2 (Or.inl rfl), fun x hx => ?_⟩
  rcases (isRoot_iff D E x).1 hx with h | h | h | h | h
  · exact Or.inr (Or.inl h)
  · exact Or.inr (Or.inr (by linarith [hE.1]))
  · exact Or.inr (Or.inr (by linarith [hE.2]))
  · exact Or.inr (Or.inr (by linarith))
  · exact Or.inl h
```

Without the condition, take D = −1 and E = 2. The levels are −2√13 ≈ −7.21, −5, −2, 7 and 7.21. The gap between the lowest two is about 2.21, while the formula gives 5.21, because −D − 3E = −5 has moved below 2D.

The gap could also have been defined as the difference between the two smallest entries in the ordered list of eigenvalues of a Hermitian matrix. That definition would count multiplicities and would mean "lowest gap" for all D and E. The formula 2R − 2|D| would then be a theorem under D < 0 and |E| ≤ |D|, and a proof that H is Hermitian would be needed first.

## D and E nonzero: strict bounds on the splitting

A nonzero D provides the energy denominator, and a nonzero E provides the coupling. For D < 0, second-order perturbation theory gives the even state a shift of −(2√3 E)²/(4|D|) = −3E²/|D|, which is the estimate used at the start.

Write d = |D|, so that 3E² = R² − d² and R > d. The error of this estimate is exactly

3E²/d − 2(R − d) = (R² − 2Rd + d²)/d = (R − d)²/d,

which is positive. Including the next term of the expansion gives

2(R − d) − 3E²/d + 9E⁴/(4d³)
= [8d³(R − d) − 4d²(R² − d²) + (R² − d²)²]/(4d³)
= (R − d)(R³ + R²d − 5Rd² + 3d³)/(4d³)
= (R − d)³(R + 3d)/(4d³),

which is positive too. Hence

3E²/|D| − 9E⁴/(4|D|³) < 2R − 2|D| < 3E²/|D|.

The steps `h1` and `h2` are these two identities. E ≠ 0 enters through R − d > 0, and D ≠ 0 through the division by d. The sign of D plays no part in the inequalities, only in their reading as a statement about the lowest gap.

For D = −1 and E = 0 the splitting is 0, so both strict positivity and the strict upper bound fail. For D = 0 and E = 1 the splitting is 2√3 and the perturbation estimate has no meaning; Lean sets 3/0 to 0, so the upper bound would be false.

```lean
/-- For nonzero D and E the tunnel splitting is positive and lies strictly between
3E²/|D| - 9E⁴/(4|D|³) and 3E²/|D|. -/
theorem tunnelSplitting_bounds (D E : ℝ) (hD : D ≠ 0) (hE : E ≠ 0) :
    0 < tunnelSplitting D E ∧ tunnelSplitting D E < 3 * E ^ 2 / |D| ∧
    3 * E ^ 2 / |D| - 9 * E ^ 4 / (4 * |D| ^ 3) < tunnelSplitting D E := by
  have hd : 0 < |D| := abs_pos.mpr hD
  have hE2 : 0 < E ^ 2 := by positivity
  have hR : √(D ^ 2 + 3 * E ^ 2) ^ 2 = |D| ^ 2 + 3 * E ^ 2 := by
    rw [sq_abs]
    exact Real.sq_sqrt (by positivity)
  have hR0 := Real.sqrt_nonneg (D ^ 2 + 3 * E ^ 2)
  unfold tunnelSplitting
  generalize √(D ^ 2 + 3 * E ^ 2) = R at hR hR0 ⊢
  generalize |D| = d at hd hR ⊢
  have hlt : 0 < R - d := by nlinarith
  have hsq : E ^ 2 = (R ^ 2 - d ^ 2) / 3 := by linarith
  -- exact remainders of the estimates of second and fourth order in E
  have h1 : 3 * E ^ 2 / d - (2 * R - 2 * d) = (R - d) ^ 2 / d := by
    rw [hsq]
    field_simp
    ring
  have h2 : 2 * R - 2 * d - (3 * E ^ 2 / d - 9 * E ^ 4 / (4 * d ^ 3)) =
      (R - d) ^ 3 * (R + 3 * d) / (4 * d ^ 3) := by
    rw [show E ^ 4 = (E ^ 2) ^ 2 by ring, hsq]
    field_simp
    ring
  have p1 : 0 < (R - d) ^ 2 / d := by positivity
  have p2 : 0 < (R - d) ^ 3 * (R + 3 * d) / (4 * d ^ 3) := by positivity
  exact ⟨by linarith, by linarith, by linarith⟩

end

end SpinTwoZeroFieldSplitting
```

At |E| = |D|/3, the edge of the conventional range, the splitting is 0.309|D|, between the bounds 0.306|D| and 0.333|D|. When the estimate is too coarse, solving Δ = 2R − 2|D| for E gives the exact inversion

3E² = |D|Δ + Δ²/4.

```lean
#print axioms SpinTwoZeroFieldSplitting.odd_state
#print axioms SpinTwoZeroFieldSplitting.even_state
#print axioms SpinTwoZeroFieldSplitting.lowest_levels
#print axioms SpinTwoZeroFieldSplitting.tunnelSplitting_bounds
```

```
'SpinTwoZeroFieldSplitting.odd_state' depends on axioms: [propext, Classical.choice, Quot.sound]
'SpinTwoZeroFieldSplitting.even_state' depends on axioms: [propext, Classical.choice, Quot.sound]
'SpinTwoZeroFieldSplitting.lowest_levels' depends on axioms: [propext, Classical.choice, Quot.sound]
'SpinTwoZeroFieldSplitting.tunnelSplitting_bounds' depends on axioms: [propext, Classical.choice, Quot.sound]
```
